# Real alternant hopping: amplitudes are real and even in time within a sublattice, imaginary and odd between sublattices

An electron hops between the sites of an alternant molecule, and we want the phase of its amplitude to go from one site to another in a given time. The answer depends on how "alternant" is expressed. Here it is a relation between matrices, $SHS=-H$, where $H$ is the hopping matrix and $S$ is a diagonal matrix of signs marking the two sublattices. The usual definition colours the atoms of a bond graph. The matrix relation can be checked directly on the array that a program holds, and it constrains the diagonal of $H$ as well as the bonds.

## Phase and parity of the hopping amplitudes

Let $H$ be a real matrix on a finite set of sites, and give each site $j$ a sign $\varepsilon_j=\pm1$. Put $S=\mathrm{diag}(\varepsilon)$ and, with $\hbar=1$,

$$U(s)=e^{-isH},$$

so that $U(s)_{jl}$ is the amplitude to be at site $j$ at time $s$ after starting at site $l$. If $SHS=-H$, then for every real $s$:

- if $\varepsilon_j=\varepsilon_l$, then $U(s)_{jl}$ is real and $U(-s)_{jl}=U(s)_{jl}$;
- if $\varepsilon_j=-\varepsilon_l$, then $U(s)_{jl}$ is purely imaginary and $U(-s)_{jl}=-U(s)_{jl}$.

There is also a converse. For given signs, if all amplitudes between sites of equal sign are real at all times, then $SHS=-H$.

Two letters differ from their common use in electronic-structure codes: $S$ is not an overlap matrix, and $\varepsilon_j$ is not an orbital energy.

In Lean, the sites form a finite type `n`, and `H : Matrix n n ℝ` makes the matrix real by its type. `IsAlternant ε H` is the relation $SHS=-H$ alone. That the numbers `ε j` are signs is a separate hypothesis, `hε`. `propagator H s` is the complex matrix exponential of $-isH$. The main theorem, `alternant_dynamics`, expresses "real" as a vanishing imaginary part and "purely imaginary" as a vanishing real part, so an amplitude that is zero counts as both.

Symmetry of $H$ is not assumed. The physical case is the symmetric one, in which $U(s)$ is unitary; for a non-symmetric $H$ the theorem is a statement about matrix exponentials, and the word "amplitude" is then only a name.

## One real number per site in a propagation code

For non-interacting electrons in a Hückel or tight-binding model with a constant real $H$ that satisfies $SHS=-H$, the result halves the storage for a state that starts on a single site $l$. Its components $\psi_j(s)=U(s)_{jl}$ are real on the sublattice of $l$ and imaginary on the other. A code can therefore keep one real number $\varphi_j$ per site, with $\psi_j=\varphi_j$ on the sublattice of $l$ and $\psi_j=-i\varphi_j$ on the other. Substitution into $i\,\dot\psi=H\psi$ gives real equations of motion:

$$\dot\varphi_j=-\sum_k H_{jk}\varphi_k\quad(\varepsilon_j=\varepsilon_l),\qquad
\dot\varphi_j=\sum_k H_{jk}\varphi_k\quad(\varepsilon_j=-\varepsilon_l).$$

The same pattern serves as a check on a complex propagation routine. An imaginary part that grows on the starting sublattice, above the level of rounding, shows that something is wrong: an on-site energy or a bond within a sublattice has entered $H$, a hopping has acquired a complex phase, or the routine itself has an error. The check says little about the time step: a Taylor series for $e^{-isH}$ cut off at any order has the same pattern of real and imaginary entries.

The zero of energy matters. If every site has the same on-site energy $\alpha\neq0$, the relation fails as it stands, and all amplitudes carry a common factor $e^{-i\alpha s}$. Subtracting $\alpha$ from the diagonal first restores the pattern.

## From the sign relation to the two cases

**Entries of $H$.** The $(j,l)$ entry of $SHS=-H$ is

$$\varepsilon_jH_{jl}\varepsilon_l=-H_{jl}.$$

For equal signs the product $\varepsilon_j\varepsilon_l$ is $1$, so $H_{jl}=-H_{jl}$ and $H_{jl}=0$. For opposite signs the product is $-1$ and the equation holds for any $H_{jl}$. The relation therefore says exactly that $H$ has no entries within a sublattice. The case $j=l$ is included, so all on-site energies vanish.

**Complex conjugation.** Expand the exponential:

$$U(s)_{jl}=\sum_{k\ge0}\frac{(-is)^k}{k!}\,(H^k)_{jl}.$$

Every $(H^k)_{jl}$ is real, so complex conjugation only replaces $-is$ by $is$:

$$\overline{U(s)_{jl}}=U(-s)_{jl}.$$

**Conjugation by $S$.** Since $\varepsilon_j^2=1$, we have $S^2=1$. Inserting $S^2$ between the factors of $H^k$ gives

$$SH^kS=(SHS)^k=(-1)^kH^k,$$

and hence, term by term,

$$S\,U(s)\,S=\sum_{k\ge0}\frac{(-is)^k}{k!}(-1)^kH^k=U(-s).$$

In entries this reads $U(-s)_{jl}=\varepsilon_j\varepsilon_l\,U(s)_{jl}$.

**The two cases.** If $\varepsilon_j=\varepsilon_l$, the last identity gives $U(-s)_{jl}=U(s)_{jl}$. By the conjugation identity the left side is $\overline{U(s)_{jl}}$, so the amplitude equals its own conjugate and is real. If $\varepsilon_j=-\varepsilon_l$, then $U(-s)_{jl}=-U(s)_{jl}$, so the conjugate is minus the amplitude and the real part vanishes.

Two sites joined by a hopping $t$ show both cases: $U(s)_{11}=\cos(ts)$ and $U(s)_{12}=-i\sin(ts)$.

**The converse.** Differentiating the series at $s=0$ leaves only the term with $k=1$:

$$\left.\frac{d}{ds}U(s)_{jl}\right|_{s=0}=-iH_{jl},\qquad
\left.\frac{d}{ds}\,\mathrm{Im}\,U(s)_{jl}\right|_{s=0}=-H_{jl}.$$

If $U(s)_{jl}$ is real for all $s$, its imaginary part is constantly zero and so is this derivative, which gives $H_{jl}=0$. When this holds for every pair of sites with equal sign, the first step gives $SHS=-H$.

## The Lean source

```lean
import Mathlib

open Matrix ComplexConjugate

namespace AlternantDynamics

noncomputable section

variable {n : Type*} [Fintype n] [DecidableEq n]

/-- The alternant relation `S H S = -H`, where `S` is the diagonal matrix of the
site signs `ε`. -/
def IsAlternant (ε : n → ℝ) (H : Matrix n n ℝ) : Prop :=
  Matrix.diagonal ε * H * Matrix.diagonal ε = -H

/-- The propagator `exp(-i s H)` of a real hopping matrix `H` at time `s`, in units
with `ħ = 1`. -/
def propagator (H : Matrix n n ℝ) (s : ℝ) : Matrix n n ℂ :=
  NormedSpace.exp ((-(Complex.I * (s : ℂ))) • H.map Complex.ofReal)

/-- The alternant relation read entry by entry: `ε j * H j l * ε l = -H j l`. -/
theorem IsAlternant.entry {ε : n → ℝ} {H : Matrix n n ℝ} (h : IsAlternant ε H)
    (j l : n) : ε j * H j l * ε l = -H j l := by
  have h' : Matrix.diagonal ε * H * Matrix.diagonal ε = -H := h
  have e := congrArg (fun M : Matrix n n ℝ => M j l) h'
  simpa only [Matrix.mul_diagonal, Matrix.diagonal_mul, Matrix.neg_apply] using e

/-- For site signs `±1`, a real matrix is alternant exactly when all its entries
between sites of equal sign vanish, the on-site entries included. -/
theorem isAlternant_iff_no_hopping_within {ε : n → ℝ} {H : Matrix n n ℝ}
    (hε : ∀ j, ε j = 1 ∨ ε j = -1) :
    IsAlternant ε H ↔ ∀ j l, ε j = ε l → H j l = 0 := by
  constructor
  · intro h j l hjl
    have e := h.entry j l
    rw [hjl] at e
    rcases hε l with q | q <;> rw [q] at e <;> linarith
  · intro h
    unfold IsAlternant
    ext j l
    rw [Matrix.mul_diagonal, Matrix.diagonal_mul, Matrix.neg_apply]
    by_cases hjl : ε j = ε l
    · rw [h j l hjl]
      ring
    · rcases hε j with p | p <;> rcases hε l with q | q
      · exact absurd (p.trans q.symm) hjl
      · rw [p, q]
        ring
      · rw [p, q]
        ring
      · exact absurd (p.trans q.symm) hjl

/-- For a real hopping matrix, complex conjugation of an amplitude reverses time. -/
theorem conj_propagator (H : Matrix n n ℝ) (s : ℝ) (j l : n) :
    conj (propagator H s j l) = propagator H (-s) j l := by
  have h : (propagator H s)ᴴᵀ = propagator H (-s) := by
    unfold propagator
    rw [← Matrix.exp_conjTranspose, ← Matrix.exp_transpose]
    congr 1
    ext a b
    simp [Matrix.conjTranspose_apply]
  exact congrArg (fun M : Matrix n n ℂ => M j l) h

/-- For an alternant matrix with site signs `±1`, time reversal multiplies each
amplitude by the product of the signs of its two sites. -/
theorem propagator_neg_time {ε : n → ℝ} {H : Matrix n n ℝ}
    (hε : ∀ j, ε j = 1 ∨ ε j = -1) (h : IsAlternant ε H) (s : ℝ) (j l : n) :
    propagator H (-s) j l = (ε j : ℂ) * propagator H s j l * (ε l : ℂ) := by
  let S : Matrix n n ℂ := Matrix.diagonal (fun a => (ε a : ℂ))
  -- the sign matrix is its own inverse
  have hSS : S * S = 1 := by
    change Matrix.diagonal _ * Matrix.diagonal _ = 1
    rw [Matrix.diagonal_mul_diagonal, ← Matrix.diagonal_one]
    congr 1
    funext a
    rcases hε a with p | p <;> simp [p]
  -- conjugation by the sign matrix reverses time in the exponent
  have hA : (-(Complex.I * ((-s : ℝ) : ℂ))) • H.map Complex.ofReal
      = S * ((-(Complex.I * (s : ℂ))) • H.map Complex.ofReal) * S := by
    ext a b
    have e : (ε a : ℂ) * (H a b : ℂ) * (ε b : ℂ) = -(H a b : ℂ) := by
      exact_mod_cast h.entry a b
    rw [Matrix.mul_diagonal, Matrix.diagonal_mul]
    simp only [Matrix.smul_apply, Matrix.map_apply, smul_eq_mul, Complex.ofReal_neg]
    linear_combination (Complex.I * (s : ℂ)) * e
  let u : (Matrix n n ℂ)ˣ := ⟨S, S, hSS, hSS⟩
  have key : propagator H (-s) = S * propagator H s * S := by
    unfold propagator
    rw [hA]
    exact Matrix.exp_units_conj u _
  rw [key, Matrix.mul_diagonal, Matrix.diagonal_mul]

/-- Alternant dynamics: let `H` be real with `S H S = -H` for a diagonal matrix `S` of
signs `±1`. The amplitude `exp(-i s H)_jl` is real and even in `s` for sites of equal
sign, and purely imaginary and odd in `s` for sites of opposite sign. -/
theorem alternant_dynamics {ε : n → ℝ} {H : Matrix n n ℝ}
    (hε : ∀ j, ε j = 1 ∨ ε j = -1) (h : IsAlternant ε H) (s : ℝ) (j l : n) :
    (ε j = ε l →
      (propagator H s j l).im = 0 ∧ propagator H (-s) j l = propagator H s j l) ∧
    (ε j = -ε l →
      (propagator H s j l).re = 0 ∧ propagator H (-s) j l = -propagator H s j l) := by
  have hr := propagator_neg_time hε h s j l
  have hc := conj_propagator H s j l
  constructor
  · intro hjl
    have even : propagator H (-s) j l = propagator H s j l := by
      rw [hr, hjl]
      rcases hε l with q | q <;> simp [q]
    refine ⟨?_, even⟩
    have e := congrArg Complex.im (hc.trans even)
    simp only [Complex.conj_im] at e
    linarith
  · intro hjl
    have odd : propagator H (-s) j l = -propagator H s j l := by
      rw [hr, hjl]
      rcases hε l with q | q <;> simp [q]
    refine ⟨?_, odd⟩
    have e := congrArg Complex.re (hc.trans odd)
    simp only [Complex.conj_re, Complex.neg_re] at e
    linarith

/-- For any real hopping matrix, the imaginary part of the amplitude between sites
`j` and `l` has time derivative `-H j l` at time zero. -/
theorem hasDerivAt_im_propagator (H : Matrix n n ℝ) (j l : n) :
    HasDerivAt (fun s : ℝ => (propagator H s j l).im) (-H j l) 0 := by
  let _ : NormedRing (Matrix n n ℂ) := Matrix.linftyOpNormedRing
  let _ : NormedAlgebra ℝ (Matrix n n ℂ) := Matrix.linftyOpNormedAlgebra
  let X : Matrix n n ℂ := (-Complex.I) • H.map Complex.ofReal
  have hd := hasDerivAt_exp_smul_const X (0 : ℝ)
  -- reading off the imaginary part of one entry is a real-linear map
  let L : Matrix n n ℂ →ₗ[ℝ] ℝ :=
    { toFun := fun M => (M j l).im
      map_add' := fun M N => by simp
      map_smul' := fun c M => by simp }
  have hL := (LinearMap.toContinuousLinearMap L).hasFDerivAt.comp_hasDerivAt (0 : ℝ) hd
  have hfun : (fun s : ℝ => (propagator H s j l).im)
      = fun s : ℝ => L (NormedSpace.exp (s • X)) := by
    funext s
    have hx : (-(Complex.I * (s : ℂ))) • H.map Complex.ofReal = s • X := by
      ext a b
      simp only [X, Matrix.smul_apply, Matrix.map_apply, smul_eq_mul, Complex.real_smul]
      ring
    change (NormedSpace.exp ((-(Complex.I * (s : ℂ))) • H.map Complex.ofReal) j l).im = _
    rw [hx]
    rfl
  have hval : L (NormedSpace.exp ((0 : ℝ) • X) * X) = -H j l := by
    rw [zero_smul, NormedSpace.exp_zero, one_mul]
    change (X j l).im = -H j l
    simp [X]
  rw [hfun, ← hval]
  exact hL

/-- For site signs `±1`, a real hopping matrix is alternant exactly when all amplitudes
between sites of equal sign are real at all times. -/
theorem isAlternant_iff_real_amplitudes {ε : n → ℝ} {H : Matrix n n ℝ}
    (hε : ∀ j, ε j = 1 ∨ ε j = -1) :
    IsAlternant ε H ↔
      ∀ (s : ℝ) (j l : n), ε j = ε l → (propagator H s j l).im = 0 := by
  constructor
  · intro h s j l hjl
    exact ((alternant_dynamics hε h s j l).1 hjl).1
  · intro h
    rw [isAlternant_iff_no_hopping_within hε]
    intro j l hjl
    -- an imaginary part that is always zero has zero initial rate
    have d := hasDerivAt_im_propagator H j l
    have hz : (fun s : ℝ => (propagator H s j l).im) = fun _ => (0 : ℝ) :=
      funext fun s => h s j l hjl
    rw [hz] at d
    have e := d.unique (hasDerivAt_const (0 : ℝ) (0 : ℝ))
    linarith

/-- The three-site chain with hoppings `a` and `b` is real symmetric and alternant for
the site signs `1, -1, 1`. -/
theorem isAlternant_witness (a b : ℝ) :
    (∀ j, (![1, -1, 1] : Fin 3 → ℝ) j = 1 ∨ (![1, -1, 1] : Fin 3 → ℝ) j = -1) ∧
    (!![0, a, 0; a, 0, b; 0, b, 0] : Matrix (Fin 3) (Fin 3) ℝ).IsSymm ∧
    IsAlternant ![1, -1, 1] !![0, a, 0; a, 0, b; 0, b, 0] := by
  refine ⟨?_, ?_, ?_⟩
  · intro j
    fin_cases j <;> simp
  · unfold Matrix.IsSymm
    ext i j
    fin_cases i <;> fin_cases j <;> simp
  · unfold IsAlternant
    ext i j
    rw [Matrix.mul_diagonal, Matrix.diagonal_mul, Matrix.neg_apply]
    fin_cases i <;> fin_cases j <;> simp

end

end AlternantDynamics
```

```lean
#print axioms AlternantDynamics.isAlternant_iff_real_amplitudes
```

```
'AlternantDynamics.isAlternant_iff_real_amplitudes' depends on axioms: [propext, Classical.choice, Quot.sound]
```

## From matrix identities to amplitudes, and from the model to a molecule

`IsAlternant.entry` reads the matrix relation entry by entry. `isAlternant_iff_no_hopping_within` turns it into the absence of entries within a sublattice, by going through the possible signs of the two sites.

`conj_propagator` is the conjugation step. Lean's proof does not expand the series. It writes entrywise conjugation as a conjugate transpose followed by a transpose, and uses the Mathlib facts that both operations can be moved inside the exponential. What remains is a comparison of exponents, where the reality of $H$ enters.

`propagator_neg_time` is the conjugation by $S$. The step `hSS` shows $S^2=1$, and `hA` shows that conjugating the exponent by $S$ reverses the sign of $s$. `Matrix.exp_units_conj` then takes the conjugation out of the exponential, which replaces the term-by-term argument with $H^k$.

`alternant_dynamics` combines the two identities. In each case it first obtains the parity, named `even` or `odd`, and then compares imaginary or real parts with the conjugation identity. This leaves an equation of the form $-x=x$, which `linarith` solves.

For the converse, `hasDerivAt_im_propagator` differentiates $e^{sX}$ with $X=-iH$ at $s=0$. The map `L`, which takes a matrix to the imaginary part of one entry, is real-linear, so it can be applied to the derivative. `isAlternant_iff_real_amplitudes` then uses the uniqueness of derivatives: a function that is constantly zero has derivative zero, so $-H_{jl}=0$.

`isAlternant_witness` gives a family of symmetric examples: the three-site chain with arbitrary real hoppings $a$ and $b$ and signs $1,-1,1$.

The theorems concern the exact exponential of a constant, finite, real matrix. They contain no time step, no rounding and no time-dependent field. The step from here to a molecule is the assumption that its electrons are described by such a one-electron matrix, in an orthonormal site basis and with no matrix elements within a sublattice. Second-neighbour hopping, unequal on-site energies and electron repulsion all interfere with that assumption, and their size has to be judged separately.

The reality of $H$ matters when hoppings carry phases, as they do in a magnetic field. Take two sites with signs $1,-1$ and

$$H=\begin{pmatrix}0&-i\\ i&0\end{pmatrix}.$$

This matrix is Hermitian and satisfies $SHS=-H$. Since $H^2=1$, we have $U(s)=\cos s-i\sin s\,H$, and therefore $U(s)_{12}=-\sin s$. The amplitude between the sublattices is still odd in $s$, but it is real instead of imaginary. In this small example the phase comes from the choice of site states, not from a physical effect of a field: multiplying the second site state by $i$ makes the hopping equal to $1$ and restores the pattern. On a ring that encloses magnetic flux, such a change cannot in general make all hoppings real. Hermiticity together with the sign relation is thus not enough for the statement about phases, and a code that stores one real number per site in the way described above needs real hoppings.
